# For G > 0 the sphere form factor equals 4π(sin GR − GR cos GR)/G³, and its magnitude is at most the sphere volume

In an augmented-plane-wave calculation, the unit cell is divided into atomic spheres and an interstitial region. To restrict a plane-wave expansion to the interstitial, I need the Fourier coefficients of a function that jumps at each sphere surface. A sphere of radius $R$ contributes, at wave number $G$, the radial integral

$$F(G,R)=\int_0^R 4\pi r^2\,\frac{\sin Gr}{Gr}\,dr .$$

For $G,R>0$ this is supposed to equal $4\pi(\sin GR-GR\cos GR)/G^3$, with absolute value no larger than the sphere volume $V=4\pi R^3/3$. Can both claims be derived rigorously, with the point $r=0$ treated properly, and checked in Lean?

## From the plane wave to the closed form

Yes. Write $j_0(x)=\sin x/x$ for $x\neq 0$ and $j_0(0)=1$, which is the limiting value. The integrand is then $4\pi r^2 j_0(Gr)$, defined at every $r$ and also at $G=0$.

To see where it comes from, integrate $e^{-i\mathbf G\cdot\mathbf r}$ over the ball with the polar axis along $\mathbf G$. With $\mu=\cos\theta$ and $x=Gr\neq0$, the polar integral is

$$\int_{-1}^{1}e^{-ix\mu}\,d\mu=\frac{e^{-ix}-e^{ix}}{-ix}=\frac{2\sin x}{x}=2j_0(x),$$

and at $x=0$ both ends equal 2. The azimuth gives $2\pi$, so the radial weight is $2\pi r^2\cdot 2j_0(Gr)=4\pi r^2j_0(Gr)$.

For $G\neq0$ the integrand simplifies to $4\pi r\sin(Gr)/G$. Since

$$\frac{d}{dr}\bigl(\sin Gr-Gr\cos Gr\bigr)=G\cos Gr-G\cos Gr+G^2r\sin Gr=G^2r\sin Gr,$$

the function $4\pi(\sin Gr-Gr\cos Gr)/G^3$ is an antiderivative. It vanishes at $r=0$, so its value at $r=R$ is $F(G,R)$.

## Bounds from above and below

From $|\sin x|\le|x|$ it follows that $|j_0(x)|\le1$. Hence, for $R\ge0$,

$$|F(G,R)|\le\int_0^R4\pi r^2\,dr=V=F(0,R).$$

For a lower bound, integrate $\cos t\ge1-t^2/2$ from $0$ to $y\ge0$ to get $\sin y\ge y-y^3/6$. Dividing by $y>0$ and using that $j_0$ is even gives $j_0(x)\ge1-x^2/6$ for all $x$. Therefore

$$F(G,R)\ge\int_0^R4\pi r^2\Bigl(1-\frac{G^2r^2}{6}\Bigr)dr=4\pi\Bigl(\frac{R^3}{3}-\frac{G^2R^5}{30}\Bigr)=V\Bigl(1-\frac{G^2R^2}{10}\Bigr).$$

At fixed $R$, the two bounds squeeze $F$ towards $V$ as $G\to0$.

For finitely many spheres with centres $\boldsymbol\tau_a$ and radii $R_a$, set $S(\mathbf G)=\sum_a e^{-i\mathbf G\cdot\boldsymbol\tau_a}F(|\mathbf G|,R_a)$. Each phase has modulus one, so the triangle inequality gives $|S(\mathbf G)|\le\sum_aV_a$, where $V_a=4\pi R_a^3/3$. At $\mathbf G=0$ all phases are 1 and $S(0)=\sum_aV_a$.

For sharp, non-overlapping spheres in a periodic cell of volume $\Omega$, the interstitial step function has the coefficients $\delta_{\mathbf G,0}-S(\mathbf G)/\Omega$, so these formulas can serve to check a tabulated step function.

## What the Lean theorems say

The theorem `sphere_step_transform` answers the question directly. It takes real `G` and `R` with `G ≠ 0` and `0 ≤ R`, which includes the case $G,R>0$, and states the closed form and the volume bound together. The integral is written out in the statement, so `j0` is the only definition from the file needed to read it.

The other definitions translate as follows:

- `shell G r` is the integrand, `formFactor G R` is $F(G,R)$, and `sphereVolume R` is $V$.
- `planeWave x μ` is $e^{-ix\mu}$, which fixes the sign convention. There is no prefactor $1/\Omega$.
- `sphereSum τ R G` is $S(\mathbf G)$, with vectors in `EuclideanSpace ℝ (Fin 3)` and a finite index type for the spheres.

The closed form needs `G ≠ 0`: at $G=0$ Lean evaluates its right-hand side as 0, whereas the integral is $V$. The bounds hold for every `G`.

The link to the ball, `ball_integral_eq_formFactor`, concerns an iterated integral over $r$ and $\mu$ with weight $2\pi r^2$. The passage from a three-dimensional volume integral to spherical coordinates is left to the derivation above. Likewise, the phases in `sphereSum` are part of its definition. The spheres there may overlap, in which case $S$ counts the shared region more than once.

```lean
import Mathlib

open Real MeasureTheory

namespace SphereStepFourier

noncomputable section

/-- Spherical Bessel function `j₀(x) = sin x / x`, with its limiting value `1` at `x = 0`. -/
def j0 (x : ℝ) : ℝ := if x = 0 then 1 else sin x / x

/-- Plane wave `exp(-i x μ)`, with `x = G r` and `μ` the cosine of the polar angle. -/
def planeWave (x μ : ℝ) : ℂ := Complex.exp (-(Complex.I * (x : ℂ)) * (μ : ℂ))

/-- Radial integrand `4 π r² j₀(G r)`. -/
def shell (G r : ℝ) : ℝ := 4 * π * r ^ 2 * j0 (G * r)

/-- Form factor of the sphere step function: the integral of `4 π r² j₀(G r)` over `[0, R]`. -/
def formFactor (G R : ℝ) : ℝ := ∫ r in (0 : ℝ)..R, shell G r

/-- Volume `4 π R³ / 3` of a sphere of radius `R`. -/
def sphereVolume (R : ℝ) : ℝ := 4 * π * R ^ 3 / 3

/-- Sum over spheres with centres `τ a` and radii `R a` of the phase `exp(-i G·τ a)` times the
form factor at `|G|`. -/
def sphereSum {ι : Type*} [Fintype ι] (τ : ι → EuclideanSpace ℝ (Fin 3)) (R : ι → ℝ)
    (G : EuclideanSpace ℝ (Fin 3)) : ℂ :=
  ∑ a, Complex.exp (((-(inner ℝ G (τ a)) : ℝ) : ℂ) * Complex.I) *
    ((formFactor ‖G‖ (R a) : ℝ) : ℂ)

/-- The integral of the plane wave over `μ = cos θ ∈ [-1, 1]` is `2 j₀(x)`. -/
theorem angular_integral (x : ℝ) :
    ∫ μ in (-1 : ℝ)..1, planeWave x μ = 2 * (j0 x : ℂ) := by
  unfold planeWave j0
  by_cases hx : x = 0
  · subst hx
    simp
    norm_num
  · have hx' : (x : ℂ) ≠ 0 := by exact_mod_cast hx
    have hc : -(Complex.I * (x : ℂ)) ≠ 0 :=
      neg_ne_zero.mpr (mul_ne_zero Complex.I_ne_zero hx')
    have e1 : Complex.exp (-(Complex.I * (x : ℂ)) * ((1 : ℝ) : ℂ))
        = Complex.exp (-(x : ℂ) * Complex.I) := by
      congr 1
      push_cast
      ring
    have e2 : Complex.exp (-(Complex.I * (x : ℂ)) * ((-1 : ℝ) : ℂ))
        = Complex.exp ((x : ℂ) * Complex.I) := by
      congr 1
      push_cast
      ring
    -- Euler's formula for the sine
    have hs := Complex.two_sin (x : ℂ)
    have hd : Complex.sin (x : ℂ) / (x : ℂ) * (x : ℂ) = Complex.sin (x : ℂ) := by
      field_simp
    rw [integral_exp_mul_complex hc, if_neg hx, div_eq_iff hc, e1, e2,
      Complex.ofReal_div, Complex.ofReal_sin]
    linear_combination
      (Complex.exp (-(x : ℂ) * Complex.I) - Complex.exp ((x : ℂ) * Complex.I)) * Complex.I_sq
        + 2 * Complex.I * hd + Complex.I * hs

/-- The plane wave `exp(-i G r μ)` integrated over `μ ∈ [-1, 1]` and over `r ∈ [0, R]` with
weight `2 π r²` equals the form factor. -/
theorem ball_integral_eq_formFactor (G R : ℝ) :
    ∫ r in (0 : ℝ)..R,
        ((2 * π * r ^ 2 : ℝ) : ℂ) * ∫ μ in (-1 : ℝ)..1, planeWave (G * r) μ
      = (formFactor G R : ℂ) := by
  unfold formFactor
  rw [← intervalIntegral.integral_ofReal]
  apply intervalIntegral.integral_congr
  intro r _
  simp only [angular_integral, shell]
  push_cast
  ring

/-- For every real `x`, `1 - x²/6 ≤ j₀(x)` and `|j₀(x)| ≤ 1`. -/
theorem j0_bounds (x : ℝ) : 1 - x ^ 2 / 6 ≤ j0 x ∧ |j0 x| ≤ 1 := by
  -- integrate `1 - t²/2 ≤ cos t` to get `y - y³/6 ≤ sin y`
  have key : ∀ y : ℝ, 0 ≤ y → y - y ^ 3 / 6 ≤ sin y := by
    intro y hy
    have hcont : Continuous fun t : ℝ => 1 - t ^ 2 / 2 := by fun_prop
    have hd : ∀ t ∈ Set.uIcc (0 : ℝ) y,
        HasDerivAt (fun t : ℝ => t - t ^ 3 / 6) (1 - t ^ 2 / 2) t := by
      intro t _
      have h3 : HasDerivAt (fun t : ℝ => t ^ 3) (3 * t ^ 2) t := by
        simpa using hasDerivAt_pow 3 t
      exact ((hasDerivAt_id' t).fun_sub (h3.div_const 6)).congr_deriv (by ring)
    have h1 : ∫ t in (0 : ℝ)..y, (1 - t ^ 2 / 2) = y - y ^ 3 / 6 := by
      rw [intervalIntegral.integral_eq_sub_of_hasDerivAt hd (hcont.intervalIntegrable _ _)]
      simp
    have h2 : ∫ t in (0 : ℝ)..y, (1 - t ^ 2 / 2) ≤ ∫ t in (0 : ℝ)..y, cos t :=
      intervalIntegral.integral_mono_on hy (hcont.intervalIntegrable _ _)
        (Real.continuous_cos.intervalIntegrable _ _)
        (fun t _ => by apply Real.one_sub_sq_div_two_le_cos)
    rw [h1, integral_cos, sin_zero, sub_zero] at h2
    exact h2
  unfold j0
  by_cases hx : x = 0
  · simp [hx]
  · rw [if_neg hx]
    constructor
    · rcases lt_or_gt_of_ne hx with h | h
      · have hneg : 0 < -x := by linarith
        have e : sin x / x = sin (-x) / (-x) := by rw [sin_neg, neg_div_neg_eq]
        rw [e, le_div_iff₀ hneg]
        nlinarith [key (-x) hneg.le]
      · rw [le_div_iff₀ h]
        nlinarith [key x h.le]
    · rw [abs_div, div_le_one (abs_pos.mpr hx)]
      apply Real.abs_sin_le_abs

/-- For `G ≠ 0` the radial integrand equals `4 π r sin(G r) / G` at every `r`. -/
theorem shell_eq {G : ℝ} (hG : G ≠ 0) (r : ℝ) :
    shell G r = 4 * π * r * sin (G * r) / G := by
  unfold shell j0
  by_cases hr : r = 0
  · simp [hr]
  · rw [if_neg (mul_ne_zero hG hr)]
    field_simp

/-- The radial integrand is continuous in `r` for every wave number `G`. -/
theorem continuous_shell (G : ℝ) : Continuous (shell G) := by
  by_cases hG : G = 0
  · have e : shell G = fun r => 4 * π * r ^ 2 := by
      funext r
      simp [shell, j0, hG]
    rw [e]
    fun_prop
  · have e : shell G = fun r => 4 * π * r * sin (G * r) / G := funext (shell_eq hG)
    rw [e]
    fun_prop

/-- For `G ≠ 0` the form factor is `4 π (sin GR - GR cos GR) / G³`. -/
theorem formFactor_closed {G : ℝ} (hG : G ≠ 0) (R : ℝ) :
    formFactor G R = 4 * π * (sin (G * R) - G * R * cos (G * R)) / G ^ 3 := by
  -- the right-hand side, as a function of the radius, is an antiderivative of the integrand
  have hd : ∀ r ∈ Set.uIcc (0 : ℝ) R,
      HasDerivAt (fun r : ℝ => 4 * π * (sin (G * r) - G * r * cos (G * r)) / G ^ 3)
        (shell G r) r := by
    intro r _
    have h1 : HasDerivAt (fun y : ℝ => G * y) G r :=
      ((hasDerivAt_id' r).const_mul G).congr_deriv (mul_one G)
    have hs : HasDerivAt (fun y : ℝ => sin (G * y)) (cos (G * r) * G) r := h1.sin
    have hc : HasDerivAt (fun y : ℝ => cos (G * y)) (-sin (G * r) * G) r := h1.cos
    have hm : HasDerivAt (fun y : ℝ => G * y * cos (G * y))
        (G * cos (G * r) + G * r * (-sin (G * r) * G)) r := h1.fun_mul hc
    have h := ((hs.fun_sub hm).const_mul (4 * π)).div_const (G ^ 3)
    refine h.congr_deriv ?_
    rw [shell_eq hG]
    field_simp
    ring
  unfold formFactor
  rw [intervalIntegral.integral_eq_sub_of_hasDerivAt hd
    ((continuous_shell G).intervalIntegrable _ _)]
  simp

/-- At `G = 0` the form factor is the sphere volume. -/
theorem formFactor_zero (R : ℝ) : formFactor 0 R = sphereVolume R := by
  have h0 : ∀ r : ℝ, shell 0 r = 4 * π * r ^ 2 := by
    intro r
    simp [shell, j0]
  unfold formFactor sphereVolume
  simp_rw [h0]
  rw [intervalIntegral.integral_const_mul, integral_pow]
  first
    | ring1
    | (push_cast; ring1)
    | (norm_num; ring1)

/-- For `R ≥ 0` and every `G`, the absolute value of the form factor is at most the sphere
volume. -/
theorem abs_formFactor_le (G : ℝ) {R : ℝ} (hR : 0 ≤ R) :
    |formFactor G R| ≤ sphereVolume R := by
  -- pointwise the integrand is dominated by its `G = 0` value
  have hp : ∀ r : ℝ, |shell G r| ≤ shell 0 r := by
    intro r
    have h0 : shell 0 r = 4 * π * r ^ 2 := by simp [shell, j0]
    have hpos : 0 ≤ 4 * π * r ^ 2 := by positivity
    rw [h0]
    unfold shell
    rw [abs_mul, abs_of_nonneg hpos]
    exact mul_le_of_le_one_right hpos (j0_bounds (G * r)).2
  rw [← formFactor_zero]
  unfold formFactor
  calc |∫ r in (0 : ℝ)..R, shell G r| ≤ ∫ r in (0 : ℝ)..R, |shell G r| :=
        intervalIntegral.abs_integral_le_integral_abs hR
    _ ≤ ∫ r in (0 : ℝ)..R, shell 0 r :=
        intervalIntegral.integral_mono_on hR
          ((continuous_shell G).abs.intervalIntegrable _ _)
          ((continuous_shell 0).intervalIntegrable _ _) (fun r _ => hp r)

/-- For `G ≠ 0` and `R ≥ 0`, the integral of `4 π r² j₀(G r)` over `[0, R]` equals
`4 π (sin GR - GR cos GR) / G³`, and its absolute value is at most `4 π R³ / 3`. -/
theorem sphere_step_transform {G R : ℝ} (hG : G ≠ 0) (hR : 0 ≤ R) :
    (∫ r in (0 : ℝ)..R, 4 * π * r ^ 2 * j0 (G * r))
        = 4 * π * (sin (G * R) - G * R * cos (G * R)) / G ^ 3 ∧
      |∫ r in (0 : ℝ)..R, 4 * π * r ^ 2 * j0 (G * r)| ≤ 4 * π * R ^ 3 / 3 :=
  ⟨formFactor_closed hG R, abs_formFactor_le G hR⟩

/-- For `R ≥ 0` and every `G`, the form factor is at least `V (1 - G² R² / 10)`, with `V` the
sphere volume. -/
theorem formFactor_lower (G : ℝ) {R : ℝ} (hR : 0 ≤ R) :
    sphereVolume R * (1 - (G * R) ^ 2 / 10) ≤ formFactor G R := by
  have hcont : Continuous fun r : ℝ => 4 * π * r ^ 2 * (1 - (G * r) ^ 2 / 6) := by fun_prop
  have hd : ∀ r ∈ Set.uIcc (0 : ℝ) R,
      HasDerivAt (fun r : ℝ => 4 * π * (r ^ 3 / 3 - G ^ 2 * r ^ 5 / 30))
        (4 * π * r ^ 2 * (1 - (G * r) ^ 2 / 6)) r := by
    intro r _
    have h3 : HasDerivAt (fun t : ℝ => t ^ 3) (3 * r ^ 2) r := by
      simpa using hasDerivAt_pow 3 r
    have h5 : HasDerivAt (fun t : ℝ => t ^ 5) (5 * r ^ 4) r := by
      simpa using hasDerivAt_pow 5 r
    exact (((h3.div_const 3).fun_sub ((h5.const_mul (G ^ 2)).div_const 30)).const_mul
      (4 * π)).congr_deriv (by ring)
  have h1 : ∫ r in (0 : ℝ)..R, 4 * π * r ^ 2 * (1 - (G * r) ^ 2 / 6)
      = sphereVolume R * (1 - (G * R) ^ 2 / 10) := by
    rw [intervalIntegral.integral_eq_sub_of_hasDerivAt hd (hcont.intervalIntegrable _ _)]
    unfold sphereVolume
    ring
  -- compare integrands using `1 - x²/6 ≤ j₀ x`
  have hp : ∀ r : ℝ, 4 * π * r ^ 2 * (1 - (G * r) ^ 2 / 6) ≤ shell G r := by
    intro r
    have hpos : 0 ≤ 4 * π * r ^ 2 := by positivity
    exact mul_le_mul_of_nonneg_left (j0_bounds (G * r)).1 hpos
  rw [← h1]
  unfold formFactor
  exact intervalIntegral.integral_mono_on hR (hcont.intervalIntegrable _ _)
    ((continuous_shell G).intervalIntegrable _ _) (fun r _ => hp r)

/-- For spheres of radii `R a ≥ 0` at arbitrary centres, the phase-weighted sum of form factors
has modulus at most the total sphere volume, and equals it at `G = 0`. -/
theorem sphereSum_bound {ι : Type*} [Fintype ι] (τ : ι → EuclideanSpace ℝ (Fin 3))
    (R : ι → ℝ) (hR : ∀ a, 0 ≤ R a) :
    (∀ G, ‖sphereSum τ R G‖ ≤ ∑ a, sphereVolume (R a)) ∧
      sphereSum τ R 0 = ((∑ a, sphereVolume (R a) : ℝ) : ℂ) := by
  constructor
  · intro G
    unfold sphereSum
    refine (norm_sum_le _ _).trans (Finset.sum_le_sum fun a _ => ?_)
    -- each phase factor has modulus one
    rw [norm_mul, Complex.norm_exp_ofReal_mul_I, one_mul, Complex.norm_real, Real.norm_eq_abs]
    exact abs_formFactor_le _ (hR a)
  · simp [sphereSum, formFactor_zero]

end

end SphereStepFourier
```

```lean
#print axioms SphereStepFourier.abs_formFactor_le
#print axioms SphereStepFourier.sphere_step_transform
#print axioms SphereStepFourier.formFactor_lower
#print axioms SphereStepFourier.sphereSum_bound
```

```
'SphereStepFourier.abs_formFactor_le' depends on axioms: [propext, Classical.choice, Quot.sound]
'SphereStepFourier.sphere_step_transform' depends on axioms: [propext, Classical.choice, Quot.sound]
'SphereStepFourier.formFactor_lower' depends on axioms: [propext, Classical.choice, Quot.sound]
'SphereStepFourier.sphereSum_bound' depends on axioms: [propext, Classical.choice, Quot.sound]
```

## How the proofs follow the calculation

`angular_integral` treats $x=0$ separately. Otherwise `integral_exp_mul_complex` supplies the quotient of exponentials, `Complex.two_sin` brings in Euler's formula, and `linear_combination` completes the algebra. `ball_integral_eq_formFactor` then substitutes this result under the radial integral.

In `j0_bounds`, the auxiliary statement `key` is $y-y^3/6\le\sin y$ for $y\ge0$, obtained by integrating the cosine inequality. Negative $x$ is handled by passing to $-x$. The upper bound is `Real.abs_sin_le_abs` divided by $|x|$.

`shell_eq` cancels one factor of $r$ in the integrand, checking $r=0$ separately. `continuous_shell` uses this form for $G\neq0$ and the polynomial $4\pi r^2$ for $G=0$. Continuity provides the integrability that the later steps require.

In `formFactor_closed`, `hd` is the derivative computed above, assembled from the product and chain rules. The fundamental theorem of calculus, `intervalIntegral.integral_eq_sub_of_hasDerivAt`, turns it into the closed form.

`formFactor_zero` integrates $4\pi r^2$. `abs_formFactor_le` first moves the absolute value inside the integral, then compares the integrand with its value at $G=0$. `sphere_step_transform` pairs this bound with the closed form.

`formFactor_lower` integrates the polynomial lower bound exactly and compares integrands using the first half of `j0_bounds`. Finally, `sphereSum_bound` applies the triangle inequality `norm_sum_le`, removes each phase with `Complex.norm_exp_ofReal_mul_I`, and bounds every remaining term by its sphere volume. Its second half evaluates the sum at $\mathbf G=0$ through `formFactor_zero`.
